# A dielectric matrix and its symmetrized form have the same characteristic polynomial and, when invertible, inverses with the same diagonal

The inverse of a dielectric matrix is represented here by a second matrix whose product with it is the identity, so that the general theorems about inverses carry invertibility in their hypotheses. The matrices act on a finite set of plane waves, in which the Coulomb interaction is diagonal.

```lean
import Mathlib

open Matrix

namespace DielectricMatrix

noncomputable section

variable {n : Type*} [Fintype n] [DecidableEq n]

/-- The square root of the Coulomb interaction, diagonal in the plane-wave basis. -/
def sqrtCoulomb (s : n → ℝ) : Matrix n n ℂ := Matrix.diagonal fun i => (s i : ℂ)

/-- The Coulomb interaction, diagonal with entries `s i ^ 2`. -/
def coulomb (s : n → ℝ) : Matrix n n ℂ := Matrix.diagonal fun i => (s i : ℂ) ^ 2

/-- The dielectric matrix `1 - v P` for the irreducible polarizability `P`. -/
def dielectric (s : n → ℝ) (P : Matrix n n ℂ) : Matrix n n ℂ := 1 - coulomb s * P

/-- The symmetrized dielectric matrix `1 - v^(1/2) P v^(1/2)`. -/
def symDielectric (s : n → ℝ) (P : Matrix n n ℂ) : Matrix n n ℂ :=
  1 - sqrtCoulomb s * P * sqrtCoulomb s

/-- The Coulomb interaction is the square of its diagonal root. -/
theorem coulomb_eq (s : n → ℝ) : coulomb s = sqrtCoulomb s * sqrtCoulomb s := by
  simp [coulomb, sqrtCoulomb, Matrix.diagonal_mul_diagonal, sq]

/-- The root of the Coulomb interaction intertwines the two dielectric matrices. -/
theorem dielectric_mul_sqrtCoulomb (s : n → ℝ) (P : Matrix n n ℂ) :
    dielectric s P * sqrtCoulomb s = sqrtCoulomb s * symDielectric s P := by
  rw [dielectric, symDielectric, coulomb_eq]
  noncomm_ring

/-- The two dielectric matrices have the same characteristic polynomial. -/
theorem charpoly_dielectric (s : n → ℝ) (P : Matrix n n ℂ) :
    (dielectric s P).charpoly = (symDielectric s P).charpoly := by
  apply Polynomial.funext
  intro z
  -- subtracting from the identity only shifts the argument
  have key : ∀ M : Matrix n n ℂ,
      (1 - M).charpoly.eval z = (-M).charpoly.eval (z - 1) := by
    intro M
    rw [Matrix.eval_charpoly, Matrix.eval_charpoly]
    congr 1
    rw [map_sub, map_one]
    abel
  have h1 : -(sqrtCoulomb s * sqrtCoulomb s * P)
      = sqrtCoulomb s * (-(sqrtCoulomb s * P)) := by noncomm_ring
  have h2 : -(sqrtCoulomb s * P * sqrtCoulomb s)
      = (-(sqrtCoulomb s * P)) * sqrtCoulomb s := by noncomm_ring
  -- the products `A B` and `B A` have equal characteristic polynomials
  rw [dielectric, symDielectric, key, key, coulomb_eq, h1, h2, Matrix.charpoly_mul_comm]

/-- The dielectric matrix is invertible exactly when its symmetrized form is. -/
theorem isUnit_dielectric_iff (s : n → ℝ) (P : Matrix n n ℂ) :
    IsUnit (dielectric s P) ↔ IsUnit (symDielectric s P) := by
  have h : (dielectric s P).det = (symDielectric s P).det := by
    rw [dielectric, symDielectric, coulomb_eq, mul_assoc, Matrix.det_one_sub_mul_comm]
  rw [Matrix.isUnit_iff_isUnit_det, Matrix.isUnit_iff_isUnit_det, h]

/-- The root of the Coulomb interaction also intertwines the two inverse dielectric matrices. -/
theorem inverse_mul_sqrtCoulomb (s : n → ℝ) (P X Y : Matrix n n ℂ)
    (hX : dielectric s P * X = 1) (hY : symDielectric s P * Y = 1) :
    X * sqrtCoulomb s = sqrtCoulomb s * Y := by
  have hX' : X * dielectric s P = 1 := mul_eq_one_comm.mp hX
  calc X * sqrtCoulomb s = X * (sqrtCoulomb s * symDielectric s P) * Y := by
        rw [mul_assoc, mul_assoc, hY, mul_one]
    _ = X * (dielectric s P * sqrtCoulomb s) * Y := by rw [dielectric_mul_sqrtCoulomb]
    _ = sqrtCoulomb s * Y := by rw [← mul_assoc X, hX', one_mul]

/-- The two dielectric matrices have equal characteristic polynomials; their inverses `X` and `Y`
have equal diagonal entries and give the same screened interaction, `X v = v^(1/2) Y v^(1/2)`. -/
theorem dielectric_symmetrization (s : n → ℝ) (P : Matrix n n ℂ) :
    (dielectric s P).charpoly = (symDielectric s P).charpoly ∧
    ∀ X Y : Matrix n n ℂ, dielectric s P * X = 1 → symDielectric s P * Y = 1 →
      (∀ i, X i i = Y i i) ∧
      X * coulomb s = sqrtCoulomb s * Y * sqrtCoulomb s := by
  refine ⟨charpoly_dielectric s P, fun X Y hX hY => ?_⟩
  have hXY := inverse_mul_sqrtCoulomb s P X Y hX hY
  refine ⟨fun i => ?_, by rw [coulomb_eq, ← mul_assoc, hXY]⟩
  by_cases h : s i = 0
  · -- a plane wave without Coulomb interaction is unscreened: both entries are 1
    have hX2 : X = 1 + coulomb s * (P * X) := by
      rw [dielectric, sub_mul, one_mul, mul_assoc] at hX
      exact sub_eq_iff_eq_add.mp hX
    have hY2 : Y = 1 + sqrtCoulomb s * (P * (sqrtCoulomb s * Y)) := by
      rw [symDielectric, sub_mul, one_mul, mul_assoc, mul_assoc] at hY
      exact sub_eq_iff_eq_add.mp hY
    have h1 : X i i = 1 := (congrFun (congrFun hX2 i) i).trans (by
      rw [Matrix.add_apply, coulomb, Matrix.diagonal_mul]
      simp [h])
    have h2 : Y i i = 1 := (congrFun (congrFun hY2 i) i).trans (by
      rw [Matrix.add_apply, sqrtCoulomb, Matrix.diagonal_mul]
      simp [h])
    rw [h1, h2]
  · -- otherwise the common factor `s i` cancels
    have e := congrFun (congrFun hXY i) i
    rw [sqrtCoulomb, Matrix.mul_diagonal, Matrix.diagonal_mul] at e
    exact mul_left_cancel₀ (Complex.ofReal_ne_zero.mpr h) (by linear_combination e)

omit [Fintype n] in
/-- The root of the Coulomb interaction is Hermitian. -/
theorem sqrtCoulomb_conjTranspose (s : n → ℝ) : (sqrtCoulomb s)ᴴ = sqrtCoulomb s := by
  rw [sqrtCoulomb, Matrix.diagonal_conjTranspose]
  congr 1
  funext i
  exact Complex.conj_ofReal _

/-- For a Hermitian polarizability every root of the characteristic polynomial of the
dielectric matrix is real. -/
theorem dielectric_roots_real (s : n → ℝ) (P : Matrix n n ℂ) (hP : P.IsHermitian)
    (z : ℂ) (hz : (dielectric s P).charpoly.IsRoot z) : z.im = 0 := by
  have hS : (symDielectric s P).IsHermitian := by
    unfold Matrix.IsHermitian symDielectric
    rw [conjTranspose_sub, conjTranspose_one, conjTranspose_mul, conjTranspose_mul,
      sqrtCoulomb_conjTranspose, hP.eq, mul_assoc]
  -- the characteristic polynomial factorizes over the real spectrum of the symmetrized matrix
  rw [Polynomial.IsRoot, charpoly_dielectric, hS.charpoly_eq, Polynomial.eval_prod,
    Finset.prod_eq_zero_iff] at hz
  obtain ⟨i, _, hi⟩ := hz
  rw [Polynomial.eval_sub, Polynomial.eval_X, Polynomial.eval_C, sub_eq_zero] at hi
  rw [hi]
  exact Complex.ofReal_im _

/-- For a Hermitian polarizability the screened interaction `X v`, with `X` the inverse
dielectric matrix, is Hermitian. -/
theorem screened_isHermitian (s : n → ℝ) (P X : Matrix n n ℂ) (hP : P.IsHermitian)
    (hX : dielectric s P * X = 1) : (X * coulomb s).IsHermitian := by
  have hX' : X * dielectric s P = 1 := mul_eq_one_comm.mp hX
  have hv : (coulomb s)ᴴ = coulomb s := by
    rw [coulomb_eq, conjTranspose_mul, sqrtCoulomb_conjTranspose]
  have h1 : (dielectric s P)ᴴ * Xᴴ = 1 := by
    rw [← conjTranspose_mul, hX', conjTranspose_one]
  have h2 : coulomb s * (dielectric s P)ᴴ = dielectric s P * coulomb s := by
    rw [dielectric, conjTranspose_sub, conjTranspose_one, conjTranspose_mul, hv, hP.eq]
    noncomm_ring
  unfold Matrix.IsHermitian
  rw [conjTranspose_mul, hv]
  symm
  calc X * coulomb s = X * (coulomb s * (dielectric s P)ᴴ) * Xᴴ := by
        rw [mul_assoc, mul_assoc, h1, mul_one]
    _ = X * (dielectric s P * coulomb s) * Xᴴ := by rw [h2]
    _ = coulomb s * Xᴴ := by rw [← mul_assoc X, hX', one_mul]

/-- Two plane waves with `s = (1, 2)` and all entries of `P` equal to `-1`: the inverses of the
two dielectric matrices have off-diagonal entries `-1/6, -2/3` and `-1/3, -1/3`. -/
theorem offDiagonal_witness :
    dielectric ![1, 2] !![-1, -1; -1, -1] * !![5/6, -1/6; -2/3, 1/3] = 1 ∧
    symDielectric ![1, 2] !![-1, -1; -1, -1] * !![5/6, -1/3; -1/3, 1/3] = 1 := by
  have h1 : dielectric ![1, 2] !![-1, -1; -1, -1] = !![2, 1; 4, 5] := by
    ext i j
    fin_cases i <;> fin_cases j <;>
      norm_num [dielectric, coulomb, Matrix.diagonal_mul, Matrix.one_apply]
  have h2 : symDielectric ![1, 2] !![-1, -1; -1, -1] = !![2, 2; 2, 5] := by
    ext i j
    fin_cases i <;> fin_cases j <;>
      norm_num [symDielectric, sqrtCoulomb, Matrix.diagonal_mul, Matrix.mul_diagonal,
        Matrix.one_apply]
  rw [h1, h2]
  constructor <;> ext i j <;> fin_cases i <;> fin_cases j <;>
    norm_num [Matrix.mul_apply, Fin.sum_univ_two, Matrix.one_apply]

end

end DielectricMatrix
```

```lean
#print axioms DielectricMatrix.isUnit_dielectric_iff
#print axioms DielectricMatrix.dielectric_symmetrization
#print axioms DielectricMatrix.dielectric_roots_real
#print axioms DielectricMatrix.screened_isHermitian
```

```
'DielectricMatrix.isUnit_dielectric_iff' depends on axioms: [propext, Classical.choice, Quot.sound]
'DielectricMatrix.dielectric_symmetrization' depends on axioms: [propext, Classical.choice, Quot.sound]
'DielectricMatrix.dielectric_roots_real' depends on axioms: [propext, Classical.choice, Quot.sound]
'DielectricMatrix.screened_isHermitian' depends on axioms: [propext, Classical.choice, Quot.sound]
```

The finite type `n` labels the plane waves, that is, the reciprocal lattice vectors $G$ at a fixed wave vector $q$. The real numbers $s_i$, given by `s`, are the square roots of the Coulomb interaction; in three dimensions and Hartree atomic units, $s_i^2 = 4\pi/|q+G_i|^2$. Write $S=\mathrm{diag}(s_i)$ for `sqrtCoulomb s` and $v=S^2$ for `coulomb s`. The complex matrix $P$ is the irreducible polarizability. The two dielectric matrices are

$$\varepsilon = 1 - vP, \qquad \varepsilon_S = 1 - SPS,$$

called `dielectric s P` and `symDielectric s P`.

The main theorem, `dielectric_symmetrization`, says that $\varepsilon$ and $\varepsilon_S$ have the same characteristic polynomial, hence the same eigenvalues with the same algebraic multiplicities. It also says that if $\varepsilon X = 1$ and $\varepsilon_S Y = 1$, then $X_{ii}=Y_{ii}$ for every $i$, and $Xv = SYS$. This last matrix is the screened interaction $W$ that enters $GW$ and Bethe–Salpeter calculations, here in a finite plane-wave basis.

No condition is placed on $P$ in this theorem, so it may be a non-Hermitian matrix at a real frequency. Some $s_i$ may vanish, as when a component of the interaction is removed. Each $s_i$ must be finite, however, so the divergent component $G=0$ at $q=0$ is not covered, and neither is the limit $q\to 0$. How $P$ is obtained from electronic states plays no part.

**The characteristic polynomial.** For any matrix $M$ and complex number $z$,

$$\det\bigl(z-(1-M)\bigr)=\det\bigl((z-1)-(-M)\bigr),$$

so the characteristic polynomial of $1-M$ at $z$ is that of $-M$ at $z-1$. This is `key` in `charpoly_dielectric`. With $A=S$ and $B=-SP$, the two matrices to compare are

$$-vP = AB, \qquad -SPS = BA.$$

If $A$ is invertible, $AB=A(BA)A^{-1}$, and the characteristic polynomials agree. If it is not, replace $A$ by $A+t$, which is invertible for all but finitely many numbers $t$. For fixed $w$, both $\det(w-(A+t)B)$ and $\det(w-B(A+t))$ are polynomials in $t$ that agree at infinitely many points, so they also agree at $t=0$. Lean takes this fact from `Matrix.charpoly_mul_comm`, and `Polynomial.funext` turns equality at every $z$ into equality of polynomials.

The determinants are therefore equal as well, and one matrix is invertible exactly when the other is. The lemma `isUnit_dielectric_iff` gets this directly from $\det(1-AB)=\det(1-BA)$, with $A=S$ and $B=SP$.

**The inverses.** Multiplying out gives

$$\varepsilon S = S - SSPS = S(1-SPS) = S\varepsilon_S,$$

which is `dielectric_mul_sqrtCoulomb`. A one-sided inverse of a finite square matrix is two-sided, so $X\varepsilon=1$ too, and

$$XS = XS\varepsilon_S Y = X\varepsilon SY = SY.$$

This is the `calc` chain of `inverse_mul_sqrtCoulomb`. Multiplication by $S$ from the right gives $Xv=SYS$.

The entries of $XS=SY$ read $X_{ij}s_j=s_iY_{ij}$. On the diagonal, $s_i$ cancels if it is nonzero. If $s_i=0$, rewrite the defining equations as

$$X = 1+vPX, \qquad Y = 1+SPSY.$$

Row $i$ of each second term vanishes, so $X_{ii}=Y_{ii}=1$: a plane wave without Coulomb interaction is unscreened. The `by_cases` in the main proof separates these two cases.

Off the diagonal the inverses generally differ. In `offDiagonal_witness`, $s=(1,2)$ and all entries of $P$ are $-1$, which gives

$$X=\begin{pmatrix}5/6&-1/6\\-2/3&1/3\end{pmatrix},\qquad
Y=\begin{pmatrix}5/6&-1/3\\-1/3&1/3\end{pmatrix}.$$

**Hermitian polarizability.** Two further theorems assume $P^\dagger=P$, as holds for the static response of a gapped system. Then $\varepsilon_S$ is Hermitian, because $S$ is real and diagonal. Its characteristic polynomial factorizes over real eigenvalues, and since $\varepsilon$ has the same polynomial, `dielectric_roots_real` concludes that all its roots are real, although $\varepsilon$ itself need not be Hermitian.

For the screened interaction, $\varepsilon^\dagger=1-Pv$ gives $v\varepsilon^\dagger=v-vPv=\varepsilon v$. Taking the adjoint of $X\varepsilon=1$ gives $\varepsilon^\dagger X^\dagger=1$, so

$$Xv = Xv\varepsilon^\dagger X^\dagger = X\varepsilon vX^\dagger = vX^\dagger=(Xv)^\dagger.$$

These are the steps of `screened_isHermitian`.

The inverses could also have been written with Mathlib's operation `⁻¹`. That operation returns the zero matrix for a singular argument, and the two dielectric matrices are singular together, so both identities for the inverses would then hold without any invertibility hypothesis. The singular case would merely say that zero equals zero. With $X$ and $Y$ as explicit matrices, the theorem speaks only of true inverses.

In a plane-wave code, the symmetrized matrix can be formed by scaling row $i$ of $P$ by $s_i$ and column $j$ by $s_j$, then subtracting the result from the identity. For Hermitian $P$, a Hermitian linear-algebra routine can invert it, and the screened interaction follows as $W_{ij}=s_iY_{ij}s_j$. At nonzero $q$, the entry $Y_{00}$ belonging to $G=0$ can be used directly as the corresponding entry of $\varepsilon^{-1}$. An off-diagonal entry is obtained by rescaling, $X_{ij}=(s_i/s_j)Y_{ij}$ for $s_j\neq0$. A comparison of diagonal entries alone therefore can't reveal which of the two inverses a file contains.
